# Minimum exchange for Kondo screening in a pseudogap host, from one-parameter scaling

Before a Kondo temperature is computed from the exchange coupling of a magnetic adatom, one has to check that the moment is screened at all. If the density of states of the host vanishes as $|\omega|^r$ at the Fermi level, with a small $r>0$, and the exchange is weak, one-parameter scaling reduces this check to comparing two numbers: the dimensionless antiferromagnetic exchange $g_0>0$ at the bandwidth $D$, and the exponent $r$. Here $D$ is measured from the Fermi level to the band edge. For a coupling $J_0\,\mathbf S\cdot\mathbf s$ between the moment and the conduction-electron spin $\mathbf s$ (Pauli matrices divided by two) at its site, and a local density of states $\rho_0|\omega/D|^r$ per spin at that site for $|\omega|<D$, the exchange is $g_0=\rho_0J_0$.

Let $l$ be the logarithmic scale at which the band has been cut down from $D$ to $De^{-l}$, and let $g(l)$ be the dimensionless exchange at that scale, formed with the density of states at the reduced band edge. The scaling equation is

$$g'=-rg+g^2,\qquad g(0)=g_0 .$$

The linear term expresses the loss of host states near the Fermi level, and the quadratic term is the second-order Kondo growth. If $0<g_0<r$, the solution exists at all scales and tends to $0$: the moment stays free. If $g_0>r$, it diverges at

$$l^*=\frac1r\ln\frac{g_0}{g_0-r},$$

which is read as the onset of screening.

## Solving the scaling equation

As long as $g\neq0$, the reciprocal $u=1/g$ obeys the linear equation $u'=ru-1$. Its solution is $u=d/(rg_0)$ with

$$d(l)=g_0+(r-g_0)e^{rl},\qquad d'=r(d-g_0).$$

To avoid assuming $g\ne0$, take any solution $g$ and set $h=gd-rg_0$. Then

$$h'=(-rg+g^2)d+gr(d-g_0)=g(gd-rg_0)=gh,$$

and $h(0)=g_0r-rg_0=0$. On $[0,l]$ the continuous function $g$ is bounded by some $K$, so $|h'|\le K|h|$, and Grönwall's inequality gives $h=0$. Hence $gd=rg_0$. For $r,g_0>0$ the right side is nonzero, so $d$ has no zero while the solution lives, and $g=rg_0/d$.

Conversely, where $d\ne0$ this formula gives

$$g'=-\frac{rg_0\,r(d-g_0)}{d^2}=-r\,\frac{rg_0}{d}+\frac{(rg_0)^2}{d^2}=-rg+g^2 .$$

## The threshold and the Kondo temperature

For $0<g_0<r$, both terms of $d$ are positive and the second grows without bound, so $g\to0$. For $g_0=r$, $d=r$ and $g=r$ at every scale.

For $g_0>r$, the condition $d(l)>0$ means $(g_0-r)e^{rl}<g_0$, which is $l<l^*$. At $l^*$ the denominator reaches zero from above, so $g\to+\infty$. No solution passes $l^*$, because $gd=rg_0$ would read $0=rg_0$ there.

The energy reached at $l^*$ is the estimate that this equation gives for the Kondo temperature, in energy units:

$$T_K=De^{-l^*}=D\left(1-\frac r{g_0}\right)^{1/r}.$$

Since $l^*=[\ln g_0-\ln(g_0-r)]/r$ is a difference quotient, it tends to the derivative of $-\ln(g_0-x)$ at $x=0$, which is $1/g_0$. Thus $T_K\to De^{-1/g_0}$ as $r\to0^+$, the metallic value at this order.

## Flows on an interval of scales

In Lean 4 with Mathlib:

```lean
import Mathlib

open Filter Set Topology

namespace PseudogapKondo

noncomputable section
```

The right side of the scaling equation is postulated here and not derived from a Kondo Hamiltonian.

```lean
/-- Scaling function of the dimensionless exchange `g` in a host whose density of states
vanishes with exponent `r`. -/
def beta (r g : ℝ) : ℝ := -r * g + g ^ 2
```

A solution is an arbitrary function `g : ℝ → ℝ` that satisfies the predicate `IsFlow r g0 L g`. The derivative within `Ici 0` is one-sided at $l=0$ and the ordinary derivative at $l>0$. For $L>0$ nothing is required at $L$ or beyond, so a flow may diverge at its endpoint; for $L\le0$ only the initial condition remains. A solution at all scales is a `g` with `∀ L, IsFlow r g0 L g`.

```lean
/-- The function `g` starts at the bare exchange `g0` and obeys the scaling equation
`g' = -r g + g²` at all logarithmic scales in `[0, L)`, with a one-sided derivative at `0`. -/
def IsFlow (r g0 L : ℝ) (g : ℝ → ℝ) : Prop :=
  g 0 = g0 ∧ ∀ l, 0 ≤ l → l < L → HasDerivWithinAt g (beta r (g l)) (Ici 0) l
```

The same physics can be modelled with the unscaled exchange $\tilde g=ge^{rl}$, which obeys $\tilde g'=e^{-rl}\tilde g^2$. The threshold and $l^*$ would be unchanged, but the equation would depend explicitly on $l$, and below threshold $\tilde g$ would tend to $rg_0/(r-g_0)$ instead of $0$.

The next definitions are $d$, the formula $rg_0/d$, the scale $l^*$ and the energy $De^{-l^*}$.

```lean
/-- The denominator `g0 + (r - g0) exp (r l)` of the running exchange. -/
def flowDenom (r g0 l : ℝ) : ℝ := g0 + (r - g0) * Real.exp (r * l)

/-- The running exchange `r g0 / (g0 + (r - g0) exp (r l))`, meaningful where the
denominator is nonzero. -/
def runningCoupling (r g0 l : ℝ) : ℝ := r * g0 / flowDenom r g0 l

/-- The logarithmic scale `ln (g0 / (g0 - r)) / r`, meaningful for `0 < r < g0`. -/
def screeningScale (r g0 : ℝ) : ℝ := Real.log (g0 / (g0 - r)) / r

/-- The energy reached from the bandwidth `D` at the screening scale,
meaningful for `0 < r < g0`. -/
def kondoTemperature (D r g0 : ℝ) : ℝ := D * Real.exp (-screeningScale r g0)
```

For $g_0\le r$ the last two definitions still return numbers, but these have no meaning as a scale or a temperature.

## Every flow is the running exchange

The first lemma is $d'=r(d-g_0)$.

```lean
/-- The denominator `d` of the running exchange obeys the linear equation `d' = r (d - g0)`. -/
theorem hasDerivAt_flowDenom (r g0 l : ℝ) :
    HasDerivAt (flowDenom r g0) (r * (flowDenom r g0 l - g0)) l := by
  have h1 : HasDerivAt (fun y : ℝ => r * y) r l := by
    simpa using (hasDerivAt_id' l).const_mul r
  exact ((h1.exp.const_mul (r - g0)).const_add g0).congr_deriv (by unfold flowDenom; ring)
```

The invariant $gd=rg_0$ comes next, for all real $r$ and $g_0$. In the proof, `hK` supplies the bound $K$ by compactness, `hd` is $h'=gh$, `hi` is $h(0)=0$ and `hb` is $|h'|\le K|h|$. Grönwall's inequality with zero initial deviation then gives $h=0$.

```lean
/-- Along every solution of the scaling equation the product of the exchange and
`g0 + (r - g0) exp (r l)` keeps its initial value `r g0`. -/
theorem flow_invariant {r g0 L l : ℝ} {g : ℝ → ℝ} (h : IsFlow r g0 L g)
    (h0 : 0 ≤ l) (hl : l < L) : g l * flowDenom r g0 l = r * g0 := by
  have hc : ContinuousOn g (Icc 0 l) := fun x hx =>
    (h.2 x hx.1 (hx.2.trans_lt hl)).continuousWithinAt.mono Icc_subset_Ici_self
  obtain ⟨K, hK⟩ := isCompact_Icc.exists_bound_of_continuousOn hc
  -- the deviation from the initial value obeys a linear homogeneous equation
  have hd : ∀ x ∈ Icc 0 l, HasDerivWithinAt (fun y => g y * flowDenom r g0 y - r * g0)
      (g x * (g x * flowDenom r g0 x - r * g0)) (Ici 0) x := by
    intro x hx
    have h1 := (h.2 x hx.1 (hx.2.trans_lt hl)).mul
      (hasDerivAt_flowDenom r g0 x).hasDerivWithinAt
    exact (h1.sub_const (r * g0)).congr_deriv (by unfold beta; ring)
  have hi : g 0 * flowDenom r g0 0 - r * g0 = 0 := by
    rw [h.1]
    simp only [flowDenom, mul_zero, Real.exp_zero]
    ring
  have hb : ∀ x ∈ Ico 0 l, ‖g x * (g x * flowDenom r g0 x - r * g0)‖
      ≤ K * ‖g x * flowDenom r g0 x - r * g0‖ + 0 := by
    intro x hx
    rw [norm_mul, add_zero]
    exact mul_le_mul_of_nonneg_right (hK x ⟨hx.1, hx.2.le⟩) (norm_nonneg _)
  -- Grönwall's inequality keeps the deviation at zero
  have hz := norm_le_gronwallBound_of_norm_deriv_right_le
    (f := fun y => g y * flowDenom r g0 y - r * g0)
    (f' := fun x => g x * (g x * flowDenom r g0 x - r * g0)) (δ := 0) (K := K) (ε := 0)
    (fun x hx => (hd x hx).continuousWithinAt.mono Icc_subset_Ici_self)
    (fun x hx => (hd x ⟨hx.1, hx.2.le⟩).mono (Ici_subset_Ici.2 hx.1))
    (by simp only [hi, norm_zero, le_refl]) hb l ⟨h0, le_rfl⟩
  rw [gronwallBound_ε0, zero_mul] at hz
  exact sub_eq_zero.1 (norm_le_zero_iff.1 hz)
```

Dividing by $d$ requires $d\neq0$. If $d$ vanished, the invariant would give $rg_0=0$, hence $g_0=0$ since $r\ne0$; but then $d=re^{rl}$, which is nonzero. For $r=0$ the invariant only says $0=0$, which is why that value is excluded.

```lean
/-- For `r ≠ 0` every solution of the scaling equation is the running exchange, whose
denominator does not vanish as long as the solution lives. -/
theorem flow_eq {r g0 L l : ℝ} {g : ℝ → ℝ} (hr : r ≠ 0) (h : IsFlow r g0 L g)
    (h0 : 0 ≤ l) (hl : l < L) :
    flowDenom r g0 l ≠ 0 ∧ g l = runningCoupling r g0 l := by
  have hi := flow_invariant h h0 hl
  have hd : flowDenom r g0 l ≠ 0 := by
    intro hd
    rw [hd, mul_zero] at hi
    have hg : g0 = 0 := (mul_eq_zero.1 hi.symm).resolve_left hr
    rw [flowDenom, hg, zero_add, sub_zero] at hd
    exact mul_ne_zero hr (Real.exp_pos _).ne' hd
  exact ⟨hd, eq_div_of_mul_eq hd hi⟩
```

The converse is the quotient rule. The identity `e` is $gd=rg_0$ for the closed formula, and `linear_combination` uses it to bring the derivative into the form $-rg+g^2$.

```lean
/-- For `r ≠ 0` the running exchange solves the scaling equation on `[0, L)` if its
denominator has no zero there. -/
theorem runningCoupling_isFlow {r g0 L : ℝ} (hr : r ≠ 0)
    (h : ∀ l, 0 ≤ l → l < L → flowDenom r g0 l ≠ 0) :
    IsFlow r g0 L (runningCoupling r g0) := by
  constructor
  · have e : flowDenom r g0 0 = r := by
      simp only [flowDenom, mul_zero, Real.exp_zero]
      ring
    rw [runningCoupling, e]
    exact mul_div_cancel_left₀ g0 hr
  · intro l h0 hl
    have hd := h l h0 hl
    have e : runningCoupling r g0 l * flowDenom r g0 l = r * g0 := div_mul_cancel₀ _ hd
    have key : HasDerivAt (runningCoupling r g0) (beta r (runningCoupling r g0 l)) l := by
      refine ((hasDerivAt_const l (r * g0)).div (hasDerivAt_flowDenom r g0 l) hd).congr_deriv ?_
      show (0 * flowDenom r g0 l - r * g0 * (r * (flowDenom r g0 l - g0)))
        / flowDenom r g0 l ^ 2 = _
      rw [div_eq_iff (pow_ne_zero 2 hd), beta]
      linear_combination (r * flowDenom r g0 l
        - runningCoupling r g0 l * flowDenom r g0 l - r * g0) * e
    exact key.hasDerivWithinAt
```

## Free moment below threshold, divergence above it

The theorem for $0<g_0<r$ has two parts: the closed formula is a flow on every $[0,L)$, and every flow at all scales tends to zero. The proof of the second shows $d\to\infty$ and then replaces the formula by the given `g`, using `flow_eq` on an interval slightly longer than $l$.

```lean
/-- Free moment: for `0 < g0 < r` the scaling equation has a solution at all positive scales,
and every such solution tends to zero. -/
theorem free_moment {r g0 : ℝ} (hg : 0 < g0) (h : g0 < r) :
    (∀ L, IsFlow r g0 L (runningCoupling r g0)) ∧
      ∀ g : ℝ → ℝ, (∀ L, IsFlow r g0 L g) → Tendsto g atTop (𝓝 0) := by
  have hr : 0 < r := hg.trans h
  constructor
  · intro L
    refine runningCoupling_isFlow hr.ne' fun l _ _ => ?_
    have := mul_pos (sub_pos.2 h) (Real.exp_pos (r * l))
    exact (add_pos hg this).ne'
  · intro g hf
    have h1 : Tendsto (fun l : ℝ => r * l) atTop atTop := tendsto_id.const_mul_atTop hr
    have h2 : Tendsto (flowDenom r g0) atTop atTop :=
      tendsto_atTop_add_const_left _ g0
        ((Real.tendsto_exp_atTop.comp h1).const_mul_atTop (sub_pos.2 h))
    refine (h2.const_div_atTop (r * g0)).congr' ?_
    filter_upwards [eventually_ge_atTop 0] with l hl
    exact (flow_eq hr.ne' (hf (l + 1)) hl (by linarith)).2.symm
```

The strict inequality matters for the limit. With $r=g_0=1$, the constant function $g=1$ is a flow at all scales and does not tend to zero, so the second part fails if $g_0=r$ is admitted.

Above threshold, the sign of $d$ is settled by the chain of equivalences derived above, from $l<l^*$ through the logarithm to $d(l)>0$.

```lean
/-- For `0 < r < g0` the denominator of the running exchange is positive exactly below the
screening scale, and it vanishes at that scale. -/
theorem flowDenom_sign {r g0 : ℝ} (hr : 0 < r) (h : r < g0) :
    (∀ l, 0 < flowDenom r g0 l ↔ l < screeningScale r g0) ∧
      flowDenom r g0 (screeningScale r g0) = 0 := by
  have hs : 0 < g0 - r := sub_pos.2 h
  have hq : 0 < g0 / (g0 - r) := div_pos (hr.trans h) hs
  constructor
  · intro l
    rw [screeningScale, lt_div_iff₀ hr, Real.lt_log_iff_exp_lt hq, lt_div_iff₀ hs,
      mul_comm l r, flowDenom]
    constructor <;> intro h1 <;> nlinarith
  · have e : (g0 - r) * (g0 / (g0 - r)) = g0 := mul_div_cancel₀ g0 hs.ne'
    have e2 : r * (Real.log (g0 / (g0 - r)) / r) = Real.log (g0 / (g0 - r)) :=
      mul_div_cancel₀ _ hr.ne'
    rw [flowDenom, screeningScale, e2, Real.exp_log hq]
    linear_combination -e
```

The screening theorem then makes three statements for $0<r<g_0$: a flow exists on $[0,l^*)$, every flow on $[0,L)$ has $L\le l^*$, and every flow on $[0,l^*)$ tends to $+\infty$ as $l$ approaches $l^*$ from below. The first uses $d>0$ before $l^*$. The second applies `flow_eq` at $l^*$, where $d=0$ gives a contradiction. For the third, `h1` says that $d$ tends to zero through positive values, so $1/d$ diverges, and the positive factor $rg_0$ keeps the sign.

```lean
/-- Screening: for `0 < r < g0` a solution exists up to the scale `ln (g0 / (g0 - r)) / r`,
none extends beyond it, and every solution up to it diverges there to `+∞`. -/
theorem screening {r g0 : ℝ} (hr : 0 < r) (h : r < g0) :
    IsFlow r g0 (screeningScale r g0) (runningCoupling r g0) ∧
      (∀ L g, IsFlow r g0 L g → L ≤ screeningScale r g0) ∧
      ∀ g, IsFlow r g0 (screeningScale r g0) g →
        Tendsto g (𝓝[<] (screeningScale r g0)) atTop := by
  obtain ⟨hp, hz⟩ := flowDenom_sign hr h
  have hpos : 0 < screeningScale r g0 := by
    rw [← hp 0]
    simp only [flowDenom, mul_zero, Real.exp_zero]
    linarith
  refine ⟨runningCoupling_isFlow hr.ne' fun l _ hl => ((hp l).2 hl).ne', ?_, ?_⟩
  · intro L g hf
    by_contra hL
    exact (flow_eq hr.ne' hf hpos.le (not_le.1 hL)).1 hz
  · intro g hf
    -- the denominator approaches zero from above
    have h1 : Tendsto (flowDenom r g0) (𝓝[<] (screeningScale r g0)) (𝓝[>] 0) := by
      refine tendsto_nhdsWithin_iff.2 ⟨?_, ?_⟩
      · have hc := (hasDerivAt_flowDenom r g0 (screeningScale r g0)).continuousAt.tendsto
        rw [hz] at hc
        exact hc.mono_left nhdsWithin_le_nhds
      · filter_upwards [self_mem_nhdsWithin] with l hl
        exact (hp l).2 hl
    refine ((tendsto_inv_nhdsGT_zero.comp h1).const_mul_atTop
      (mul_pos hr (hr.trans h))).congr' ?_
    filter_upwards [self_mem_nhdsWithin, mem_nhdsWithin_of_mem_nhds (Ioi_mem_nhds hpos)]
      with l hl hl0
    rw [(flow_eq hr.ne' hf (le_of_lt hl0) hl).2, runningCoupling, div_eq_mul_inv]
    rfl
```

The two regimes and the borderline case combine into one criterion. If $g_0>r$, a flow at all scales would in particular reach $l^*+1$, which `screening` forbids. If $g_0\le r$, then $d\ge g_0>0$ and the closed formula works.

```lean
/-- Minimum exchange: for positive `r` and `g0` the scaling equation has a solution at all
positive scales exactly when `g0 ≤ r`. -/
theorem global_flow_iff {r g0 : ℝ} (hr : 0 < r) (hg : 0 < g0) :
    (∃ g, ∀ L, IsFlow r g0 L g) ↔ g0 ≤ r := by
  constructor
  · rintro ⟨g, hf⟩
    by_contra h
    have := (screening hr (not_le.1 h)).2.1 _ g (hf (screeningScale r g0 + 1))
    linarith
  · intro h
    refine ⟨runningCoupling r g0, fun L => runningCoupling_isFlow hr.ne' fun l _ _ => ?_⟩
    have := mul_nonneg (sub_nonneg.2 h) (Real.exp_pos (r * l)).le
    exact (add_pos_of_pos_of_nonneg hg this).ne'
```

Within this scaling equation, the adatom therefore needs $g_0>r$ for its exchange to diverge. The equation is perturbative: higher orders in $g$ and potential scattering are left out, and the threshold $g_0=r$ lies at weak coupling only when $r$ is small. With exact particle-hole symmetry and $r>1/2$, for instance, the moment stays free at any exchange, which this equation misses. The equation is also no longer reliable once $g$ is of order one, so the divergence itself lies outside its range of validity; reading $l^*$ as the onset of screening is a physical interpretation and is not proved here.

## The Kondo temperature and its metallic limit

The closed form for $T_K$ follows by writing $1-r/g_0$ as the inverse of $g_0/(g_0-r)$ and expressing the real power through the logarithm. The prefactor `D` may be any real number; physically it is the positive bandwidth.

```lean
/-- For `0 < r < g0` the Kondo temperature is `D (1 - r / g0) ^ (1 / r)`. -/
theorem kondoTemperature_eq (D : ℝ) {r g0 : ℝ} (hr : 0 < r) (h : r < g0) :
    kondoTemperature D r g0 = D * (1 - r / g0) ^ (1 / r) := by
  have hg : 0 < g0 := hr.trans h
  have e : 1 - r / g0 = (g0 / (g0 - r))⁻¹ := by
    rw [inv_div, sub_div, div_self hg.ne']
  have hq : 0 < (g0 / (g0 - r))⁻¹ := inv_pos.2 (div_pos hg (sub_pos.2 h))
  have e2 : -screeningScale r g0 = -Real.log (g0 / (g0 - r)) * (1 / r) := by
    unfold screeningScale
    ring
  rw [e, Real.rpow_def_of_pos hq, Real.log_inv, kondoTemperature, e2]
```

In the limit theorem, $g_0>0$ is fixed and $r$ approaches zero from above, so that $r<g_0$ holds eventually. The steps `h1` and `h2` compute the derivative of $-\ln(g_0-x)$ at zero, `h3` identifies $l^*$ with the difference quotient, and continuity of the exponential finishes the proof.

```lean
/-- For `g0 > 0` the Kondo temperature tends to the metallic value `D exp (-1 / g0)` as the
pseudogap exponent `r` tends to zero from above. -/
theorem kondoTemperature_metallic_limit (D : ℝ) {g0 : ℝ} (hg : 0 < g0) :
    Tendsto (fun r => kondoTemperature D r g0) (𝓝[>] 0) (𝓝 (D * Real.exp (-(1 / g0)))) := by
  have h1 : HasDerivAt (fun x : ℝ => g0 - x) (-1) 0 := (hasDerivAt_id' 0).const_sub g0
  have h2 : HasDerivAt (fun x : ℝ => -Real.log (g0 - x)) (1 / g0) 0 :=
    (h1.log (by simpa using hg.ne')).neg.congr_deriv (by simp [neg_div])
  -- the screening scale is a difference quotient of the logarithm
  have h3 : Tendsto (fun r => screeningScale r g0) (𝓝[>] 0) (𝓝 (1 / g0)) := by
    refine h2.tendsto_slope_zero_right.congr' ?_
    filter_upwards [mem_nhdsWithin_of_mem_nhds (Iio_mem_nhds hg)] with r hr
    have hs : g0 - r ≠ 0 := (sub_pos.2 hr).ne'
    rw [screeningScale, Real.log_div hg.ne' hs, smul_eq_mul, zero_add, sub_zero]
    ring
  exact ((Real.continuous_exp.tendsto _).comp h3.neg).const_mul D

end

end PseudogapKondo
```

```lean
#print axioms PseudogapKondo.free_moment
#print axioms PseudogapKondo.global_flow_iff
#print axioms PseudogapKondo.kondoTemperature_eq
#print axioms PseudogapKondo.kondoTemperature_metallic_limit
```

```
'PseudogapKondo.free_moment' depends on axioms: [propext, Classical.choice, Quot.sound]
'PseudogapKondo.global_flow_iff' depends on axioms: [propext, Classical.choice, Quot.sound]
'PseudogapKondo.kondoTemperature_eq' depends on axioms: [propext, Classical.choice, Quot.sound]
'PseudogapKondo.kondoTemperature_metallic_limit' depends on axioms: [propext, Classical.choice, Quot.sound]
```
